# A separable state of two $n$-level systems has overlap at most $1/n$ with $n^{-1/2}\sum_i e_i\otimes e_i$

A source is built to emit pairs of $n$-level systems in the maximally entangled state

$$\Omega=\frac{1}{\sqrt n}\sum_i e_i\otimes e_i ,\qquad n\ge 1,$$

but noise turns the output into a mixed state $\rho$. The overlap $\langle\Omega,\rho\,\Omega\rangle$, the fidelity with the target, is measured. How large must it be to show that the pairs are entangled? A separable state, meaning a finite mixture of products of density matrices, never exceeds $1/n$, so any larger value shows entanglement between two systems of this finite dimension.

## From populations to the bound

Since $\Omega$ has amplitude $n^{-1/2}$ on the pairs $(i,i)$ and zero elsewhere,

$$\langle\Omega,\rho\,\Omega\rangle=\frac1n\sum_{i,j}\rho_{(i,i),(j,j)} .$$

For a product $\rho=A\otimes B$ the entries are $A_{ij}B_{ij}$, and the overlap is $\frac1n\sum_{i,j}A_{ij}B_{ij}=\frac1n\operatorname{tr}(AB^{T})$.

A density matrix is positive semidefinite, so its $2\times2$ principal minors are nonnegative. With $A_{ji}=\overline{A_{ij}}$ this reads $|A_{ij}|^2\le A_{ii}A_{jj}$: populations bound coherences. The same holds for $B$, and the arithmetic-geometric mean inequality gives

$$|A_{ij}B_{ij}|\le\sqrt{A_{ii}B_{jj}\,A_{jj}B_{ii}}\le\tfrac12\left(A_{ii}B_{jj}+A_{jj}B_{ii}\right).$$

Summing over $i$ and $j$ yields $\operatorname{tr}(AB^T)\le\operatorname{tr}A\,\operatorname{tr}B=1$, so a product state has overlap at most $1/n$. For a mixture $\rho=\sum_k p_k\,A_k\otimes B_k$ with $p_k\ge0$ and $\sum_k p_k=1$, linearity gives

$$\langle\Omega,\rho\,\Omega\rangle\le\sum_k p_k\,\frac1n=\frac1n .$$

The product state $|ii\rangle\langle ii|$ reaches this value, because $|i\rangle\langle i|$ multiplied by its transpose has trace one.

The same argument treats unequal amplitudes. Let $\psi=\sum_i s_i\,e_i\otimes e_i$ with $s_i\ge0$ and $\sum_i s_i^2=1$. Each term now carries a factor $s_is_j\le\max_k s_k^2$, so separable states satisfy $\langle\psi,\rho\,\psi\rangle\le\max_k s_k^2$. The Lean development below treats only equal amplitudes.

## White noise and the threshold $1/(n+1)$

Mixing $\Omega$ with white noise gives the isotropic state

$$\rho_q=q\,|\Omega\rangle\langle\Omega|+(1-q)\frac{\mathbb 1}{n^2},\qquad 0\le q\le1 .$$

Both terms are positive semidefinite, and the trace is $q+(1-q)=1$. As $\Omega$ is normalised, the overlap is $q+(1-q)/n^2$. It exceeds $1/n$ when $q(n^2-1)>n-1$, which for $n\ge2$ means $q>1/(n+1)$. Such a state is entangled.

The criterion works in one direction only. For $n=2$ the singlet is entangled, yet orthogonal to $\Omega$.

## States and overlap as Lean definitions

```lean
import Mathlib

open Matrix
open scoped Kronecker ComplexOrder

namespace SeparableOverlap

noncomputable section
```

A state is a complex matrix with two properties, positivity and unit trace.

```lean
/-- A density matrix: positive semidefinite with trace one. -/
structure IsDensity {ι : Type*} [Fintype ι] (ρ : Matrix ι ι ℂ) : Prop where
  pos : ρ.PosSemidef
  trace_one : ρ.trace = 1
```

Pairs in `Fin n × Fin n` label the product basis, and `⊗ₖ` is the Kronecker product. Separability is an explicit list of `m` weights and factors.

```lean
/-- A separable state of two `n`-level systems: a finite convex combination of products of
density matrices. -/
def IsSeparable {n : ℕ} (ρ : Matrix (Fin n × Fin n) (Fin n × Fin n) ℂ) : Prop :=
  ∃ (m : ℕ) (p : Fin m → ℝ) (A B : Fin m → Matrix (Fin n) (Fin n) ℂ),
    (∀ k, 0 ≤ p k) ∧ ∑ k, p k = 1 ∧ (∀ k, IsDensity (A k)) ∧ (∀ k, IsDensity (B k)) ∧
    ρ = ∑ k, (p k : ℂ) • (A k ⊗ₖ B k)

/-- The maximally entangled vector `Ω = n^(-1/2) ∑ e_i ⊗ e_i`, for `n ≥ 1`. -/
def maxEntangled (n : ℕ) : Fin n × Fin n → ℂ :=
  fun x => if x.1 = x.2 then (((Real.sqrt n)⁻¹ : ℝ) : ℂ) else 0
```

The overlap is defined as a real part, which loses nothing for a Hermitian `ρ`. That a laboratory fidelity equals this number, with the local bases aligned and the statistical error under control, is left to the experiment.

```lean
/-- The overlap `⟨Ω, ρ Ω⟩` (its real part) with the maximally entangled vector, for `n ≥ 1`. -/
def overlap {n : ℕ} (ρ : Matrix (Fin n × Fin n) (Fin n × Fin n) ℂ) : ℝ :=
  (star (maxEntangled n) ⬝ᵥ ρ *ᵥ maxEntangled n).re
```

In the isotropic matrix, `vecMulVec` forms the outer product $|\Omega\rangle\langle\Omega|$.

```lean
/-- The isotropic matrix `q |Ω⟩⟨Ω| + (1 - q) 1 / n²`, for `n ≥ 1`. -/
def isotropic (n : ℕ) (q : ℝ) : Matrix (Fin n × Fin n) (Fin n × Fin n) ℂ :=
  (q : ℂ) • vecMulVec (maxEntangled n) (star (maxEntangled n)) +
    (((1 - q) / (n : ℝ) ^ 2 : ℝ) : ℂ) • 1

/-- The projector `|i⟩⟨i|` onto a basis vector. -/
def basisState {n : ℕ} (i : Fin n) : Matrix (Fin n) (Fin n) ℂ :=
  diagonal (Pi.single i 1)
```

## The bound for products and mixtures

The next three results reduce the overlap to a trace. In `overlap_eq_sum` the conditional amplitudes collapse the four sums to two.

```lean
/-- The square of the amplitude `n^(-1/2)` is `1/n`. -/
theorem amplitude_sq (n : ℕ) :
    (((Real.sqrt n)⁻¹ : ℝ) : ℂ) * (((Real.sqrt n)⁻¹ : ℝ) : ℂ) = ((1 / (n : ℝ) : ℝ) : ℂ) := by
  rw [← Complex.ofReal_mul, ← mul_inv, Real.mul_self_sqrt (Nat.cast_nonneg n), one_div]

/-- The overlap is `1/n` times the sum of the real parts of the matrix elements
`⟨ii|ρ|jj⟩`. -/
theorem overlap_eq_sum {n : ℕ} (ρ : Matrix (Fin n × Fin n) (Fin n × Fin n) ℂ) :
    overlap ρ = 1 / (n : ℝ) * ∑ i, ∑ j, (ρ (i, i) (j, j)).re := by
  have hc := amplitude_sq n
  unfold overlap maxEntangled
  generalize (Real.sqrt n)⁻¹ = c at hc ⊢
  have hs : star (c : ℂ) = c := Complex.conj_ofReal c
  have h : star (fun x : Fin n × Fin n => if x.1 = x.2 then (c : ℂ) else 0) ⬝ᵥ
      ρ *ᵥ (fun x : Fin n × Fin n => if x.1 = x.2 then (c : ℂ) else 0) =
      (c : ℂ) * c * ∑ i, ∑ j, ρ (i, i) (j, j) := by
    simp only [dotProduct, mulVec, Fintype.sum_prod_type, Pi.star_apply,
      apply_ite (star : ℂ → ℂ), hs, star_zero, ite_mul, zero_mul, mul_ite, mul_zero,
      Finset.sum_ite_eq, Finset.mem_univ, if_true]
    simp only [Finset.mul_sum]
    exact Finset.sum_congr rfl fun i _ => Finset.sum_congr rfl fun j _ => by ring
  rw [h, hc, Complex.re_ofReal_mul]
  simp only [Complex.re_sum]

/-- For a product operator the overlap is `tr(A Bᵀ) / n` (real part). -/
theorem overlap_kronecker {n : ℕ} (A B : Matrix (Fin n) (Fin n) ℂ) :
    overlap (A ⊗ₖ B) = 1 / (n : ℝ) * (A * Bᵀ).trace.re := by
  rw [overlap_eq_sum]
  simp only [kroneckerMap_apply, trace, diag_apply, mul_apply, transpose_apply, Complex.re_sum]
```

The minor comes from `hA.submatrix ![i, j]`, the matrix restricted to rows and columns `i` and `j`. For `i = j` its determinant is zero and the inequality is an equality.

```lean
/-- Coherences of a positive semidefinite matrix are bounded by populations:
`|A_ij|² ≤ A_ii A_jj`. -/
theorem coherence_le {n : ℕ} {A : Matrix (Fin n) (Fin n) ℂ} (hA : A.PosSemidef) (i j : Fin n) :
    ‖A i j‖ ^ 2 ≤ (A i i).re * (A j j).re := by
  -- the principal minor on rows i and j is nonnegative
  have h := (hA.submatrix ![i, j]).det_nonneg
  rw [det_fin_two] at h
  have hji : A j i = star (A i j) := (hA.isHermitian.apply j i).symm
  have hi : (A i i).im = 0 := Complex.conj_eq_iff_im.mp (hA.isHermitian.apply i i)
  have h1 := (Complex.nonneg_iff.mp h).1
  simp only [submatrix_apply, cons_val_zero, cons_val_one, hji, Complex.sub_re, Complex.mul_re,
    Complex.star_def, Complex.conj_re, Complex.conj_im, hi] at h1
  rw [Complex.sq_norm, Complex.normSq_apply]
  linarith
```

Here `key` is the termwise estimate. Lean proves it in squared form, where the mean inequality follows from the square of a difference being nonnegative, and then removes the square.

```lean
/-- For positive semidefinite `A` and `B`, `tr(A Bᵀ) ≤ tr A · tr B` (real parts). -/
theorem trace_mul_transpose_le {n : ℕ} {A B : Matrix (Fin n) (Fin n) ℂ}
    (hA : A.PosSemidef) (hB : B.PosSemidef) :
    (A * Bᵀ).trace.re ≤ A.trace.re * B.trace.re := by
  have a0 : ∀ i, 0 ≤ (A i i).re := fun i => (Complex.nonneg_iff.mp hA.diag_nonneg).1
  have b0 : ∀ i, 0 ≤ (B i i).re := fun i => (Complex.nonneg_iff.mp hB.diag_nonneg).1
  -- each term is bounded by an arithmetic mean of products of populations
  have key : ∀ i j, (A i j * B i j).re ≤
      ((A i i).re * (B j j).re + (A j j).re * (B i i).re) / 2 := by
    intro i j
    have h1 : (‖A i j‖ * ‖B i j‖) ^ 2 ≤
        (((A i i).re * (B j j).re + (A j j).re * (B i i).re) / 2) ^ 2 := by
      have h2 := mul_le_mul (coherence_le hA i j) (coherence_le hB i j) (sq_nonneg _)
        (mul_nonneg (a0 i) (a0 j))
      nlinarith [sq_nonneg ((A i i).re * (B j j).re - (A j j).re * (B i i).re)]
    have h3 := abs_le_of_sq_le_sq h1 (div_nonneg (add_nonneg (mul_nonneg (a0 i) (b0 j))
      (mul_nonneg (a0 j) (b0 i))) zero_le_two)
    have h4 := Complex.re_le_norm (A i j * B i j)
    rw [norm_mul] at h4
    exact h4.trans ((le_abs_self _).trans h3)
  simp only [trace, diag_apply, mul_apply, transpose_apply, Complex.re_sum]
  refine (Finset.sum_le_sum fun i _ => Finset.sum_le_sum fun j _ => key i j).trans_eq ?_
  simp only [← Finset.sum_div, Finset.sum_add_distrib, ← Finset.mul_sum, ← Finset.sum_mul]
  ring
```

The main theorem needs no hypothesis `1 ≤ n`: separability supplies it, since an empty matrix cannot have trace one. `hmix` is linearity and `hprod` the bound for each product.

```lean
/-- Every separable state of two `n`-level systems has overlap at most `1/n` with the
maximally entangled vector. -/
theorem overlap_le_of_separable {n : ℕ} {ρ : Matrix (Fin n × Fin n) (Fin n × Fin n) ℂ}
    (h : IsSeparable ρ) : overlap ρ ≤ 1 / (n : ℝ) := by
  obtain ⟨m, p, A, B, hp, hsum, hA, hB, rfl⟩ := h
  -- the overlap of a mixture is the mixture of the overlaps
  have hmix : overlap (∑ k, (p k : ℂ) • (A k ⊗ₖ B k)) = ∑ k, p k * overlap (A k ⊗ₖ B k) := by
    simp only [overlap_eq_sum, Matrix.sum_apply, Matrix.smul_apply, smul_eq_mul,
      Complex.re_sum, Complex.re_ofReal_mul, Finset.mul_sum]
    symm
    rw [Finset.sum_comm]
    refine Finset.sum_congr rfl fun i _ => ?_
    rw [Finset.sum_comm]
    exact Finset.sum_congr rfl fun j _ => Finset.sum_congr rfl fun k _ => by ring
  -- each product state obeys the bound
  have hprod : ∀ k, overlap (A k ⊗ₖ B k) ≤ 1 / (n : ℝ) := by
    intro k
    have ht := trace_mul_transpose_le (hA k).pos (hB k).pos
    rw [(hA k).trace_one, (hB k).trace_one, Complex.one_re, mul_one] at ht
    rw [overlap_kronecker]
    exact mul_le_of_le_one_right (by positivity) ht
  rw [hmix]
  calc ∑ k, p k * overlap (A k ⊗ₖ B k) ≤ ∑ k, p k * (1 / (n : ℝ)) :=
        Finset.sum_le_sum fun k _ => mul_le_mul_of_nonneg_left (hprod k) (hp k)
    _ = 1 / (n : ℝ) := by rw [← Finset.sum_mul, hsum, one_mul]
```

For sharpness, the mixture has a single term of weight one.

```lean
/-- The bound is sharp: the product state `|ii⟩⟨ii|` is separable and has overlap `1/n`. -/
theorem bound_attained {n : ℕ} (i : Fin n) :
    IsSeparable (basisState i ⊗ₖ basisState i) ∧
      overlap (basisState i ⊗ₖ basisState i) = 1 / (n : ℝ) := by
  have hd : IsDensity (basisState i) := by
    refine ⟨PosSemidef.diagonal fun k => ?_, by simp [basisState, trace_diagonal]⟩
    by_cases h : k = i <;> simp [h]
  refine ⟨⟨1, fun _ => 1, fun _ => basisState i, fun _ => basisState i, by simp, by simp,
    fun _ => hd, fun _ => hd, by simp⟩, ?_⟩
  rw [overlap_kronecker]
  simp [basisState, diagonal_transpose, diagonal_mul_diagonal, trace_diagonal, Pi.single_apply]
```

## Entanglement of the noisy state

Positivity is inherited from the two summands, and `hΩ` is the normalisation of $\Omega$.

```lean
/-- For `n ≥ 1` and `0 ≤ q ≤ 1` the isotropic matrix is a density matrix. -/
theorem isotropic_isDensity {n : ℕ} (hn : 1 ≤ n) {q : ℝ} (h0 : 0 ≤ q) (h1 : q ≤ 1) :
    IsDensity (isotropic n q) := by
  have hn0 : (n : ℝ) ≠ 0 := by positivity
  have hnc : (n : ℂ) ≠ 0 := by exact_mod_cast hn0
  constructor
  · have hr : 0 ≤ (1 - q) / (n : ℝ) ^ 2 := div_nonneg (by linarith) (by positivity)
    exact ((posSemidef_vecMulVec_self_star _).smul (Complex.zero_le_real.mpr h0)).add
      (PosSemidef.one.smul (Complex.zero_le_real.mpr hr))
  · -- the vector Ω is normalised
    have hs : star (((Real.sqrt n)⁻¹ : ℝ) : ℂ) = (((Real.sqrt n)⁻¹ : ℝ) : ℂ) :=
      Complex.conj_ofReal _
    have hΩ : maxEntangled n ⬝ᵥ star (maxEntangled n) = 1 := by
      simp only [dotProduct, Fintype.sum_prod_type, maxEntangled, Pi.star_apply,
        apply_ite (star : ℂ → ℂ), hs, star_zero, ite_mul, zero_mul, mul_ite, mul_zero,
        Finset.sum_ite_eq, Finset.mem_univ, if_true, amplitude_sq, Finset.sum_const,
        Finset.card_univ, Fintype.card_fin, nsmul_eq_mul]
      push_cast
      exact mul_one_div_cancel hnc
    rw [isotropic, trace_add, trace_smul, trace_smul, trace_vecMulVec, hΩ, trace_one,
      Fintype.card_prod, Fintype.card_fin, smul_eq_mul, smul_eq_mul]
    push_cast
    rw [← pow_two, div_mul_cancel₀ _ (pow_ne_zero 2 hnc)]
    ring
```

The overlap is computed from the entries $\langle ii|\rho_q|jj\rangle=q/n+\delta_{ij}(1-q)/n^2$.

```lean
/-- For `n ≥ 1` the isotropic matrix has overlap `q + (1 - q)/n²`. -/
theorem overlap_isotropic {n : ℕ} (hn : 1 ≤ n) (q : ℝ) :
    overlap (isotropic n q) = q + (1 - q) / (n : ℝ) ^ 2 := by
  have hn0 : (n : ℝ) ≠ 0 := by positivity
  have entry : ∀ i j : Fin n, (isotropic n q (i, i) (j, j)).re =
      q * (1 / (n : ℝ)) + (1 - q) / (n : ℝ) ^ 2 * (if i = j then 1 else 0) := by
    intro i j
    have hv : vecMulVec (maxEntangled n) (star (maxEntangled n)) (i, i) (j, j) =
        ((1 / (n : ℝ) : ℝ) : ℂ) := by
      rw [← amplitude_sq]
      simp only [vecMulVec_apply, Pi.star_apply, maxEntangled, if_true]
      exact congrArg _ (Complex.conj_ofReal _)
    rw [isotropic, Matrix.add_apply, Matrix.smul_apply, Matrix.smul_apply, hv, Matrix.one_apply]
    simp only [smul_eq_mul, Complex.add_re, Complex.re_ofReal_mul, Complex.ofReal_re]
    by_cases h : i = j <;> simp [h]
  simp only [overlap_eq_sum, entry, Finset.sum_add_distrib, ← Finset.mul_sum,
    Finset.sum_ite_eq, Finset.mem_univ, if_true, Finset.sum_const, Finset.card_univ,
    Fintype.card_fin, nsmul_eq_mul, mul_one]
  field_simp
```

If the isotropic matrix were separable, its overlap would be at most $1/n$. Multiplying by $n^2$ gives $q(n^2-1)\le n-1$, which contradicts `hq`. The theorem is silent about $q\le1/(n+1)$.

```lean
/-- For `n ≥ 2` and `q > 1/(n+1)` the isotropic matrix is not separable. -/
theorem isotropic_not_separable {n : ℕ} (hn : 2 ≤ n) {q : ℝ} (hq : 1 / ((n : ℝ) + 1) < q) :
    ¬ IsSeparable (isotropic n q) := by
  intro h
  have hle := overlap_le_of_separable h
  rw [overlap_isotropic (by omega)] at hle
  have hn2 : (2 : ℝ) ≤ n := by exact_mod_cast hn
  have hn0 : (n : ℝ) ≠ 0 := by linarith
  rw [div_lt_iff₀ (by linarith)] at hq
  -- clear denominators in the separability bound
  have hm := mul_le_mul_of_nonneg_right hle (sq_nonneg (n : ℝ))
  have e1 : (q + (1 - q) / (n : ℝ) ^ 2) * (n : ℝ) ^ 2 = q * (n : ℝ) ^ 2 + (1 - q) := by
    rw [add_mul, div_mul_cancel₀ _ (pow_ne_zero 2 hn0)]
  have e2 : 1 / (n : ℝ) * (n : ℝ) ^ 2 = n := by
    rw [pow_two, ← mul_assoc, one_div_mul_cancel hn0, one_mul]
  rw [e1, e2] at hm
  nlinarith [mul_pos (show (0 : ℝ) < n - 1 by linarith) (sub_pos.mpr hq)]

end

end SeparableOverlap
```

```lean
#print axioms SeparableOverlap.overlap_le_of_separable
#print axioms SeparableOverlap.bound_attained
#print axioms SeparableOverlap.isotropic_isDensity
#print axioms SeparableOverlap.isotropic_not_separable
```

```
'SeparableOverlap.overlap_le_of_separable' depends on axioms: [propext, Classical.choice, Quot.sound]
'SeparableOverlap.bound_attained' depends on axioms: [propext, Classical.choice, Quot.sound]
'SeparableOverlap.isotropic_isDensity' depends on axioms: [propext, Classical.choice, Quot.sound]
'SeparableOverlap.isotropic_not_separable' depends on axioms: [propext, Classical.choice, Quot.sound]
```
